# At fixed Ewald parameter, the Coulomb pressure of point charges in a cubic cell follows from their Ewald energy and its slope in that parameter

Take a cubic cell of side $s=1$ and volume $V=1$, and set the Ewald parameter $\eta$ to 1. Compare two model energies, $1/s$ and $\eta^2 s$. Both equal 1 in this cell. As functions of the volume at $\eta=1$ they are $V^{-1/3}$ and $V^{1/3}$, so minus the volume derivative is $+\tfrac13$ for the first and $-\tfrac13$ for the second. The value of the energy therefore doesn't fix the pressure. Both energies have the form $\Phi(\eta s)/s$, with $\Phi(x)=1$ and $\Phi(x)=x^2$. When the cell expands at fixed $\eta$, the prefactor $1/s$ changes, and so does the argument $\eta s$. The second change is felt only if $\Phi$ varies.

The problems below treat a general energy of this form,

$$F(s,\eta)=\frac{\Phi(\eta s)}{s},\qquad s>0,\ \eta>0 .$$

Point charges at fixed fractional positions in a cubic cell lead to it. In Gaussian units, a real-space Ewald term between charges at distance $s\rho$ is proportional to $\operatorname{erfc}(\eta s\rho)/(s\rho)$. A reciprocal-space term with integer vector $n\neq0$ is proportional to $e^{-\pi^2|n|^2/(\eta s)^2}/(s|n|^2)$. Sums over fixed, finite sets of lattice translations and integer vectors keep the form. A cutoff radius held at a fixed length brings in a further length, besides $s$ and $1/\eta$, and in general breaks it.

The formal development starts from an arbitrary function $\Phi$ and does not construct the Ewald sum.

```lean
import Mathlib

open Set

namespace EwaldPressure

noncomputable section
```

In `cellEnergy Φ s η` the side comes before the Ewald parameter. All quantities are real numbers, with units left implicit.

```lean
/-- Energy of a cubic cell of side `s > 0` at Ewald parameter `η`: a function of the
dimensionless product `η s`, divided by the length `s`. -/
def cellEnergy (Φ : ℝ → ℝ) (s η : ℝ) : ℝ := Φ (η * s) / s
```

The volume is the independent variable of the pressure, so the side has to be expressed through it. Write $L(V)=V^{1/3}$ for the side of a cube of volume $V$.

```lean
/-- Side of a cubic cell of volume `V > 0`. -/
def cellSide (V : ℝ) : ℝ := V ^ (1 / 3 : ℝ)
```

The pressure is $P(\eta,V)=-\partial F(L(V),\eta)/\partial V$, with $\eta$ and the fractional positions held fixed. This is the response to a uniform change of volume, without shear and without a temperature contribution. Lean's `deriv` returns zero where a function has no derivative, so part (d) first establishes that the derivative exists.

```lean
/-- Pressure at fixed Ewald parameter: minus the derivative of the cell energy with respect
to the volume, at volume `V > 0`. -/
def pressure (Φ : ℝ → ℝ) (η V : ℝ) : ℝ :=
  -deriv (fun W => cellEnergy Φ (cellSide W) η) V
```

## (a) From volume back to side

**Task.** Show that a cube of volume $s^3$ with $s>0$ has side $s$:

$$L(s^3)=s .$$

**Solution.** For positive $s$ the exponents multiply, so $(s^3)^{1/3}=s^{3\cdot 1/3}=s$.

In Lean the cube is a natural-number power and the root a real power. `Real.rpow_natCast` turns the first into a real power, `Real.rpow_mul` multiplies the exponents, and `norm_num` evaluates the product.

```lean
/-- A cube of volume `s ^ 3` with `s > 0` has side `s`. -/
theorem cellSide_cube {s : ℝ} (hs : 0 < s) : cellSide (s ^ 3) = s := by
  unfold cellSide
  rw [← Real.rpow_natCast, ← Real.rpow_mul hs.le]
  norm_num
```

## (b) Derivatives with respect to volume

**Task.** Let $f$ have derivative $f'$ at the side $s>0$. Show that

$$\left.\frac{d}{dV}f(L(V))\right|_{V=s^3}=\frac{f'}{3s^2}.$$

**Solution.** The power rule gives

$$L'(V)=\tfrac13V^{1/3-1}=\frac{V^{1/3}}{3V}.$$

At $V=s^3$ this is $s/(3s^3)=1/(3s^2)$. By the chain rule the required derivative is $f'$ times this number.

`HasDerivAt f f' s` says that $f$ is differentiable at $s$ with derivative $f'$. The inner block `hside` differentiates the cube root, and `Real.rpow_sub_one` splits the exponent as above. `HasDerivAt.comp` is the chain rule, and part (a) identifies $L(s^3)$ with $s$.

```lean
/-- Chain rule from side to volume: a quantity with derivative `f'` in the side at `s > 0`
has derivative `f' / (3 s ^ 2)` in the volume. -/
theorem hasDerivAt_volume {f : ℝ → ℝ} {f' s : ℝ} (hs : 0 < s) (hf : HasDerivAt f f' s) :
    HasDerivAt (fun V => f (cellSide V)) (f' / (3 * s ^ 2)) (s ^ 3) := by
  have hV : s ^ 3 ≠ 0 := (pow_pos hs 3).ne'
  -- the derivative of the cube root
  have hside : HasDerivAt cellSide (1 / (3 * s ^ 2)) (s ^ 3) := by
    have h : HasDerivAt cellSide ((1 / 3 : ℝ) * (s ^ 3) ^ ((1 / 3 : ℝ) - 1)) (s ^ 3) :=
      Real.hasDerivAt_rpow_const (Or.inl hV)
    refine h.congr_deriv ?_
    have hc : (s ^ 3) ^ (1 / 3 : ℝ) = s := cellSide_cube hs
    rw [Real.rpow_sub_one hV, hc]
    field_simp
  have h1 : HasDerivAt f f' (cellSide (s ^ 3)) := by rwa [cellSide_cube hs]
  exact (HasDerivAt.comp (s ^ 3) h1 hside).congr_deriv (by ring)
```

## (c) Slope in the Ewald parameter

**Task.** Let $\Phi$ be differentiable on the positive reals. Show that for $s,\eta>0$

$$\frac{\partial F}{\partial\eta}(s,\eta)=\Phi'(\eta s).$$

**Solution.** With $s$ fixed, the derivative of $\Phi(\eta s)$ in $\eta$ is $s\,\Phi'(\eta s)$. Division by the constant $s$ removes the factor.

The hypothesis `DifferentiableOn ℝ Φ (Ioi 0)` expresses differentiability on the positive reals. Since $\eta s$ lies inside that open half-line, it gives an ordinary two-sided derivative there, which is `hd`. The steps `hl`, `hc` and the last line are the inner derivative, the chain rule and the division by $s$.

```lean
/-- For `Φ` differentiable on the positive reals and `s, η > 0`, the derivative of the cell
energy in the Ewald parameter is `Φ'(η s)`. -/
theorem hasDerivAt_eta {Φ : ℝ → ℝ} (hΦ : DifferentiableOn ℝ Φ (Ioi 0)) {s η : ℝ}
    (hs : 0 < s) (hη : 0 < η) :
    HasDerivAt (fun e => cellEnergy Φ s e) (deriv Φ (η * s)) η := by
  have hd := (hΦ.differentiableAt (Ioi_mem_nhds (mul_pos hη hs))).hasDerivAt
  have hl : HasDerivAt (fun e : ℝ => e * s) s η :=
    ((hasDerivAt_id' η).mul_const s).congr_deriv (one_mul s)
  have hc : HasDerivAt (fun e => Φ (e * s)) (deriv Φ (η * s) * s) η :=
    HasDerivAt.comp η hd hl
  exact (hc.div_const s).congr_deriv (mul_div_cancel_right₀ _ hs.ne')
```

## (d) The pressure at fixed Ewald parameter

**Task.** Under the same assumptions, and with $\Omega=s^3$, express the pressure through $F$ and its slope in $\eta$:

$$P(\eta,\Omega)=\frac{1}{3\Omega}\left(F-\eta\,\frac{\partial F}{\partial\eta}\right).$$

**Solution.** At fixed $\eta$, the quotient rule gives

$$\frac{\partial F}{\partial s}=\frac{\eta s\,\Phi'(\eta s)-\Phi(\eta s)}{s^2}.$$

By part (b), the volume derivative is this divided by $3s^2$. With the minus sign,

$$P=\frac{\Phi(\eta s)-\eta s\,\Phi'(\eta s)}{3s^4}
=\frac{1}{3s^3}\left(\frac{\Phi(\eta s)}{s}-\eta\,\Phi'(\eta s)\right).$$

The first term in the bracket is $F$, and by part (c) the second is $\eta\,\partial F/\partial\eta$.

In a plane-wave calculation this appears in the ion–ion part of the stress. A reciprocal-space term with wave vector $k=2\pi n/s$ depends on $\eta$ through $e^{-|k|^2/(4\eta^2)}$, so for that term $\eta\,\partial F/\partial\eta=\frac{|k|^2}{2\eta^2}F$. Its contribution to the pressure is

$$\frac{F}{3\Omega}\left(1-\frac{|k|^2}{2\eta^2}\right),$$

which is positive for small $|k|$ and negative for large $|k|$ when $F>0$.

In the proof, `hF` is the quotient rule in the side. The `rw` line inserts the derivatives from parts (b) and (c), and `field_simp` and `ring` do the final algebra.

```lean
/-- Fixed-`η` pressure: for `Φ` differentiable on the positive reals and `s, η > 0`, the
pressure at volume `Ω = s ^ 3` is `(F - η ∂F/∂η) / (3 Ω)`, with `F` the cell energy. -/
theorem pressure_eq {Φ : ℝ → ℝ} (hΦ : DifferentiableOn ℝ Φ (Ioi 0)) {s η : ℝ}
    (hs : 0 < s) (hη : 0 < η) :
    pressure Φ η (s ^ 3) =
      (cellEnergy Φ s η - η * deriv (fun e => cellEnergy Φ s e) η) / (3 * s ^ 3) := by
  have hd := (hΦ.differentiableAt (Ioi_mem_nhds (mul_pos hη hs))).hasDerivAt
  have hl : HasDerivAt (fun r : ℝ => η * r) η s :=
    ((hasDerivAt_id' s).const_mul η).congr_deriv (mul_one η)
  have hc : HasDerivAt (fun r => Φ (η * r)) (deriv Φ (η * s) * η) s :=
    HasDerivAt.comp s hd hl
  -- derivative in the side at fixed `η`, by the quotient rule
  have hF : HasDerivAt (fun r => cellEnergy Φ r η)
      ((deriv Φ (η * s) * η * s - Φ (η * s) * 1) / s ^ 2) s :=
    hc.fun_div (hasDerivAt_id' s) hs.ne'
  unfold pressure
  rw [(hasDerivAt_volume hs hF).deriv, (hasDerivAt_eta hΦ hs hη).deriv]
  unfold cellEnergy
  field_simp
  ring
```

## (e) When the energy alone gives the pressure

**Task.** Show that, under the assumptions of part (c),

$$P(\eta,\Omega)=\frac{F}{3\Omega}\quad\Longleftrightarrow\quad\frac{\partial F}{\partial\eta}(s,\eta)=0 .$$

**Solution.** By part (d), the left-hand equation says $F-\eta\,\partial F/\partial\eta=F$, because the common denominator $3\Omega$ is not zero. This is $\eta\,\partial F/\partial\eta=0$, and since $\eta>0$ the slope itself must vanish. Conversely, a vanishing slope removes the second term in part (d).

Stationarity is written as `HasDerivAt (fun e => cellEnergy Φ s e) 0 η`: the derivative in the Ewald parameter exists and is zero. It need not be a minimum. `div_left_inj'` cancels the denominator, and `mul_eq_zero` together with $\eta>0$ isolates the slope.

```lean
/-- For `Φ` differentiable on the positive reals and `s, η > 0`, the fixed-`η` pressure equals
`F / (3 Ω)` if and only if the cell energy `F` is stationary in the Ewald parameter. -/
theorem pressure_eq_iff_stationary {Φ : ℝ → ℝ} (hΦ : DifferentiableOn ℝ Φ (Ioi 0))
    {s η : ℝ} (hs : 0 < s) (hη : 0 < η) :
    pressure Φ η (s ^ 3) = cellEnergy Φ s η / (3 * s ^ 3) ↔
      HasDerivAt (fun e => cellEnergy Φ s e) 0 η := by
  have hV : 3 * s ^ 3 ≠ 0 := by positivity
  rw [pressure_eq hΦ hs hη, div_left_inj' hV]
  constructor
  · intro h
    have h0 : η * deriv (fun e => cellEnergy Φ s e) η = 0 := by linarith
    have h1 := (mul_eq_zero.mp h0).resolve_left hη.ne'
    have h2 := (hasDerivAt_eta hΦ hs hη).differentiableAt.hasDerivAt
    rwa [h1] at h2
  · intro h
    rw [h.deriv, mul_zero, sub_zero]
```

## (f) Agreement at every Ewald parameter

**Task.** Let $\Phi$ be differentiable on the positive reals and fix one side $s>0$, with $\Omega=s^3$. Show that

$$P(\eta,\Omega)=\frac{F(s,\eta)}{3\Omega}\ \text{ for all }\eta>0$$

holds if and only if there is a real number $M$ with

$$F(r,\eta)=\frac{M}{r}\ \text{ for all }r>0,\ \eta>0 .$$

**Solution.** Suppose the first statement holds. Given $x>0$, choose $\eta=x/s$. Part (e) makes $F$ stationary there, and part (c) turns this into $\Phi'(x)=0$. As $x$ was arbitrary, $\Phi$ is constant on the positive half-line. With $M=\Phi(1)$, this gives $F(r,\eta)=M/r$.

Conversely, if $F(r,\eta)=M/r$ throughout, then $F(s,\eta)$ does not depend on $\eta$. It is stationary at every $\eta$, and part (e) gives the pressure.

The constant $M$ plays the part of a Madelung constant for the whole cell, multiplied by the squared charge unit, up to the sign convention and with the cell side as the reference length. The fully summed Ewald energy of a neutral cell is independent of $\eta$, so it belongs to this case. Information about a single cell size suffices because the form $\Phi(\eta s)/s$ ties all sizes together.

In Lean, `hz` records that $\Phi'$ vanishes on the positive reals, and `is_const_of_deriv_eq_zero` concludes that $\Phi$ is constant on this connected open set. In the converse, the energy agrees with the constant $M/s$ at all Ewald parameters near $\eta$, which is enough to determine its derivative.

```lean
/-- For `Φ` differentiable on the positive reals, the pressure of a cell of side `s > 0` is
`F / (3 Ω)` at every `η > 0` if and only if the energy has the Madelung form `M / r` for all
cell sides `r > 0` and all `η > 0`. -/
theorem pressure_eq_forall_iff_madelung {Φ : ℝ → ℝ} (hΦ : DifferentiableOn ℝ Φ (Ioi 0))
    {s : ℝ} (hs : 0 < s) :
    (∀ η, 0 < η → pressure Φ η (s ^ 3) = cellEnergy Φ s η / (3 * s ^ 3)) ↔
      ∃ M : ℝ, ∀ r, 0 < r → ∀ η, 0 < η → cellEnergy Φ r η = M / r := by
  constructor
  · intro h
    -- stationarity at every `η` makes `Φ'` vanish on the positive reals
    have hz : EqOn (deriv Φ) 0 (Ioi 0) := by
      intro x hx
      have hxs : 0 < x / s := div_pos hx hs
      have h1 := (pressure_eq_iff_stationary hΦ hs hxs).mp (h _ hxs)
      have h2 := (hasDerivAt_eta hΦ hs hxs).unique h1
      rwa [div_mul_cancel₀ _ hs.ne'] at h2
    refine ⟨Φ 1, fun r hr η hη => ?_⟩
    have hc : Φ (η * r) = Φ 1 :=
      isOpen_Ioi.is_const_of_deriv_eq_zero isPreconnected_Ioi hΦ hz
        (mem_Ioi.mpr (mul_pos hη hr)) (mem_Ioi.mpr one_pos)
    unfold cellEnergy
    rw [hc]
  · rintro ⟨M, hM⟩ η hη
    refine (pressure_eq_iff_stationary hΦ hs hη).mpr ?_
    refine (hasDerivAt_const η (M / s)).congr_of_eventuallyEq ?_
    filter_upwards [Ioi_mem_nhds hη] with e he using hM s hs e he
```

## (g) An Ewald parameter that follows the cell

**Task.** Let $c$ be a real number and let the Ewald parameter vary with the cell as $\eta=c/L(V)$. Show that for $s>0$ and $\Omega=s^3$

$$\left.\frac{d}{dV}F\bigl(L(V),c/L(V)\bigr)\right|_{V=\Omega}=-\frac{F(s,c/s)}{3\Omega}.$$

**Solution.** Along this path the product of Ewald parameter and side stays at $c$, so the energy at side $r$ is $\Phi(c)/r$. Its derivative in the side at $s$ is $-\Phi(c)/s^2$. Part (b) turns this into

$$-\frac{\Phi(c)}{3s^4}=-\frac{1}{3s^3}\,\frac{\Phi(c)}{s},$$

and the last factor is $F(s,c/s)$.

No differentiability of $\Phi$ is assumed, because only the number $\Phi(c)$ enters. This derivative follows a different path from the one that defines $P$. A program that keeps its sets of lattice translations and integer vectors fixed and resets $\eta$ in proportion to $1/s$ at each volume produces an energy–volume curve from which minus the slope gives the pressure $F/(3\Omega)$, while a stress formula derived at fixed $\eta$ gives the pressure of part (d). For sums truncated to fixed sets of vectors the two pressures can differ, by the term $\eta\,(\partial F/\partial\eta)/(3\Omega)$.

The block `hF` shows that the energy equals $\Phi(c)/r$ for all $r$ near $s$ and differentiates it; `hasDerivAt_volume` then changes the variable to volume.

```lean
/-- If the Ewald parameter follows the cell as `η = c / s`, then at every side `s > 0` minus
the volume derivative of the energy is `F / (3 Ω)`. -/
theorem hasDerivAt_coscaled (Φ : ℝ → ℝ) (c : ℝ) {s : ℝ} (hs : 0 < s) :
    HasDerivAt (fun V => cellEnergy Φ (cellSide V) (c / cellSide V))
      (-(cellEnergy Φ s (c / s) / (3 * s ^ 3))) (s ^ 3) := by
  -- along this path the energy is `Φ c / r`
  have hF : HasDerivAt (fun r => cellEnergy Φ r (c / r)) (Φ c * -(s ^ 2)⁻¹) s := by
    refine ((hasDerivAt_inv hs.ne').const_mul (Φ c)).congr_of_eventuallyEq ?_
    filter_upwards [Ioi_mem_nhds hs] with r hr
    have hr0 : r ≠ 0 := ne_of_gt hr
    unfold cellEnergy
    rw [div_mul_cancel₀ _ hr0, div_eq_mul_inv]
  refine (hasDerivAt_volume hs hF).congr_deriv ?_
  unfold cellEnergy
  rw [div_mul_cancel₀ _ hs.ne']
  field_simp
```

## (h) The self-energy term

**Task.** Let $Q>0$ be the sum of the squared charges. The self-energy in the Ewald sum is $F_{\text{self}}=-\eta Q/\sqrt\pi$. Show that for $s,\eta>0$ and $\Omega=s^3$

$$P_{\text{self}}(\eta,\Omega)=0,\qquad \frac{F_{\text{self}}}{3\Omega}<0 .$$

**Solution.** The choice $\Phi(x)=-(Q/\sqrt\pi)\,x$ gives $\Phi(\eta s)/s=-\eta Q/\sqrt\pi$, so the term has the required form. It is linear in $\eta$, hence $\eta\,\partial F_{\text{self}}/\partial\eta=F_{\text{self}}$, and the bracket in part (d) vanishes. The energy is negative because $Q$ and $\eta$ are positive, and division by $3\Omega>0$ keeps the sign.

The criterion of part (e) thus fails for this term at every $\eta>0$. In a stress routine that works at fixed $\eta$, the self-energy enters the total energy but adds nothing to the pressure.

The theorem states both results as one conjunction. Its `hF` cancels the side from the energy, `hd` differentiates the linear function, and `pressure_eq` supplies the formula from part (d).

```lean
/-- The Ewald self-energy `-η Q / √π`, with `Q > 0` the sum of squared charges, has zero
fixed-`η` pressure for `s, η > 0`, while its `F / (3 Ω)` is negative. -/
theorem selfEnergy_pressure {Q s η : ℝ} (hQ : 0 < Q) (hs : 0 < s) (hη : 0 < η) :
    pressure (fun x => -(Q / √Real.pi) * x) η (s ^ 3) = 0 ∧
      cellEnergy (fun x => -(Q / √Real.pi) * x) s η / (3 * s ^ 3) < 0 := by
  have hk : 0 < Q / √Real.pi := div_pos hQ (Real.sqrt_pos.mpr Real.pi_pos)
  -- the self-energy does not depend on the cell side
  have hF : ∀ e, cellEnergy (fun x => -(Q / √Real.pi) * x) s e = -(Q / √Real.pi) * e := by
    intro e
    unfold cellEnergy
    show -(Q / √Real.pi) * (e * s) / s = -(Q / √Real.pi) * e
    rw [← mul_assoc, mul_div_cancel_right₀ _ hs.ne']
  have hd : HasDerivAt (fun e : ℝ => -(Q / √Real.pi) * e) (-(Q / √Real.pi)) η :=
    ((hasDerivAt_id' η).const_mul _).congr_deriv (mul_one _)
  constructor
  · rw [pressure_eq (by fun_prop) hs hη]
    simp only [hF]
    rw [hd.deriv, mul_comm η, sub_self, zero_div]
  · rw [hF]
    exact div_neg_of_neg_of_pos (mul_neg_of_neg_of_pos (neg_lt_zero.mpr hk) hη)
      (by positivity)

end

end EwaldPressure
```

```lean
#print axioms EwaldPressure.pressure_eq_forall_iff_madelung
#print axioms EwaldPressure.hasDerivAt_coscaled
#print axioms EwaldPressure.selfEnergy_pressure
```

```
'EwaldPressure.pressure_eq_forall_iff_madelung' depends on axioms: [propext, Classical.choice, Quot.sound]
'EwaldPressure.hasDerivAt_coscaled' depends on axioms: [propext, Classical.choice, Quot.sound]
'EwaldPressure.selfEnergy_pressure' depends on axioms: [propext, Classical.choice, Quot.sound]
```
